# Error bounds for the truncated tight-binding LMTO Hamiltonian and its eigenvalues

In a tight-binding LMTO calculation, the inverse in the Hamiltonian H = h(1 + oh)⁻¹ can be replaced by the first few terms of its power series; the first two terms, 1 − oh, give h − hoh. The energies then come from diagonalising the truncated matrix, and one needs to know how far they can lie from those of H. For a one-electron Hamiltonian in a finite basis treated as orthonormal, the bound below answers this from two norms, provided that ‖oh‖ < 1.

Here h is the tight-binding Hamiltonian, with energies measured from a common reference energy, and o is the overlap parameter, an inverse energy. Both are Hermitian. Write q = ‖oh‖ in the operator norm and, for n ≥ 0,

H_n = Σ_{k≤n} h(−oh)^k,  ε = ‖h‖ q^(n+1)/(1 − q).

If q < 1, then H and H_n are Hermitian, ‖H − H_n‖ ≤ ε, and every eigenvalue of either operator lies within ε of an eigenvalue of the other. The condition q < 1 holds, for example, whenever ‖h‖ ‖o‖ < 1; it is assumed here and has to be checked for a given system.

## From the geometric series to the energies

**Invertibility.** Since ‖−oh‖ < 1, the series Σ (−oh)^k converges, and multiplying it by 1 + oh on either side telescopes to 1. So 1 + oh is invertible, and

H(1 + oh) = h.

**Hermiticity.** The adjoint of this equation is (1 + ho)H† = h. On the other hand, (1 + ho)h = h + hoh = h(1 + oh), so

(1 + ho)H = h(1 + oh)(1 + oh)⁻¹ = h.

The factor 1 + ho is the adjoint of an invertible operator and can be cancelled, which gives H† = H. For the truncated sum, each term satisfies

[h(−oh)^k]† = (−ho)^k h = h(−oh)^k.

**Remainder.** The finite geometric sum is

(1 + oh) Σ_{k≤n} (−oh)^k = 1 − (−oh)^(n+1).

Multiplication by H from the left turns the left side into H_n, so

H − H_n = H(−oh)^(n+1).

**Norm bound.** From H = h − H(oh) follows ‖H‖ ≤ ‖h‖ + ‖H‖q, hence ‖H‖ ≤ ‖h‖/(1 − q). Therefore

‖H − H_n‖ ≤ ‖H‖ q^(n+1) ≤ ‖h‖ q^(n+1)/(1 − q) = ε.

**Eigenvalues.** Let A be Hermitian with orthonormal eigenvectors b_i and eigenvalues a_i, and let Bv = μv with v ≠ 0. With c_i = ⟨b_i, v⟩, the components of (B − A)v are (μ − a_i)c_i, so

‖(B − A)v‖² = Σ_i |μ − a_i|² |c_i|².

If every |μ − a_i| exceeded ‖B − A‖, the right side would be larger than ‖B − A‖² ‖v‖², because some c_i is nonzero. That contradicts the definition of the operator norm. Taking A = H_n and B = H, and then the reverse, gives both eigenvalue statements.

**Two cases.** For n = 1 the truncated Hamiltonian is h − hoh, with error at most ‖h‖q²/(1 − q). For h = 1 and o = −q with 0 ≤ q < 1, on a nonzero space, H = 1/(1 − q) and H_n = (1 − q^(n+1))/(1 − q). Their difference is q^(n+1)/(1 − q), which equals ε because ‖h‖ = 1.

## Operators and definitions in Lean

The space `E` is a complex Hilbert space, and `E →L[ℂ] E` is the type of its bounded operators. Their product is composition and their norm is the operator norm, not the largest matrix element. A matrix in an orthonormal basis is the finite-dimensional case.

```lean
import Mathlib

open Finset

namespace TightBindingLMTO

noncomputable section

variable {E : Type*} [NormedAddCommGroup E] [InnerProductSpace ℂ E] [CompleteSpace E]
```

The Hamiltonian uses the ring inverse, which is the true inverse whenever 1 + oh is invertible.

```lean
/-- The Hamiltonian `H = h (1 + o h)⁻¹` built from the tight-binding Hamiltonian `h` and the overlap
parameter `o`. If `1 + o h` is not invertible, `Ring.inverse` makes the value 0. -/
def hamiltonian (h o : E →L[ℂ] E) : E →L[ℂ] E := h * Ring.inverse (1 + o * h)
```

The index set `range (n + 1)` runs from 0 to n, so `truncated h o 0` is h itself.

```lean
/-- The expansion of the Hamiltonian in powers of `o h`, kept up to the power `n`:
`H_n = ∑ h (-o h)^k` over `k ≤ n`. -/
def truncated (h o : E →L[ℂ] E) (n : ℕ) : E →L[ℂ] E :=
  ∑ k ∈ range (n + 1), h * (-(o * h)) ^ k
```

## Invertibility and Hermiticity

Mathlib's Neumann criterion concerns 1 − x; it is applied with x = −oh.

```lean
/-- If `‖o h‖ < 1`, then `1 + o h` is invertible. -/
theorem isUnit_one_add {h o : E →L[ℂ] E} (hq : ‖o * h‖ < 1) : IsUnit (1 + o * h) := by
  have hn : ‖-(o * h)‖ < 1 := by rwa [norm_neg]
  have hu := isUnit_one_sub_of_norm_lt_one hn
  rwa [sub_neg_eq_add] at hu
```

The next lemma is the equation H(1 + oh) = h, from which most of the later steps start.

```lean
omit [CompleteSpace E] in
/-- If `1 + o h` is invertible, the Hamiltonian satisfies `H (1 + o h) = h`. -/
theorem hamiltonian_mul {h o : E →L[ℂ] E} (hu : IsUnit (1 + o * h)) :
    hamiltonian h o * (1 + o * h) = h := by
  rw [hamiltonian, mul_assoc, Ring.inverse_mul_cancel _ hu, mul_one]
```

`IsSelfAdjoint` expresses Hermiticity, and `star` is the adjoint. In the proof, `h1` and `h2` say that H† and H solve the same equation, and the last line cancels the common factor.

```lean
/-- For Hermitian `h` and `o` with `1 + o h` invertible, the Hamiltonian is Hermitian. -/
theorem hamiltonian_selfAdjoint {h o : E →L[ℂ] E} (hh : IsSelfAdjoint h)
    (ho : IsSelfAdjoint o) (hu : IsUnit (1 + o * h)) : IsSelfAdjoint (hamiltonian h o) := by
  have hs : star (1 + o * h) = 1 + h * o := by
    rw [star_add, star_one, star_mul, hh.star_eq, ho.star_eq]
  -- both `H†` and `H` solve `(1 + h o) X = h`
  have h1 : star (1 + o * h) * star (hamiltonian h o) = h := by
    rw [← star_mul, hamiltonian_mul hu, hh.star_eq]
  have h2 : star (1 + o * h) * hamiltonian h o = h := by
    have hc : (1 + h * o) * h = h * (1 + o * h) := by noncomm_ring
    rw [hs, hamiltonian, ← mul_assoc, hc, mul_assoc, Ring.mul_inverse_cancel _ hu, mul_one]
  exact hu.star.mul_left_cancel (h1.trans h2.symm)
```

For H_n, `SemiconjBy` records that h(−oh) = (−ho)h, and `pow_right` carries this relation to the k-th power.

```lean
/-- For Hermitian `h` and `o`, every truncated Hamiltonian `H_n` is Hermitian. -/
theorem truncated_selfAdjoint {h o : E →L[ℂ] E} (hh : IsSelfAdjoint h)
    (ho : IsSelfAdjoint o) (n : ℕ) : IsSelfAdjoint (truncated h o n) := by
  have hc : SemiconjBy h (-(o * h)) (-(h * o)) := by
    change h * (-(o * h)) = -(h * o) * h
    noncomm_ring
  change star (truncated h o n) = truncated h o n
  rw [truncated, star_sum]
  refine Finset.sum_congr rfl fun k _ => ?_
  rw [star_mul, star_pow, star_neg, star_mul, hh.star_eq, ho.star_eq]
  exact (hc.pow_right k).eq.symm
```

## The remainder and its norm

The finite geometric sum enters as `hg`, and `ht` is its product with H.

```lean
omit [CompleteSpace E] in
/-- If `1 + o h` is invertible, the truncation error is exactly `H (-o h)^(n+1)`. -/
theorem remainder {h o : E →L[ℂ] E} (hu : IsUnit (1 + o * h)) (n : ℕ) :
    hamiltonian h o - truncated h o n = hamiltonian h o * (-(o * h)) ^ (n + 1) := by
  have hg := mul_neg_geom_sum (-(o * h)) (n + 1)
  rw [sub_neg_eq_add] at hg
  have ht : truncated h o n = hamiltonian h o * (1 - (-(o * h)) ^ (n + 1)) := by
    rw [← hg, ← mul_assoc, hamiltonian_mul hu, truncated, Finset.mul_sum]
  rw [ht, mul_sub, mul_one, sub_sub_cancel]
```

In the norm estimate, `hH` is the bound on ‖H‖ multiplied through by 1 − q, and `hp` bounds the norm of the power. The `calc` block combines them. Neither Hermiticity nor finite dimension is used.

```lean
/-- If `q = ‖o h‖ < 1`, the truncation error is at most `‖h‖ q^(n+1) / (1 - q)`. -/
theorem norm_error_le {h o : E →L[ℂ] E} (hq : ‖o * h‖ < 1) (n : ℕ) :
    ‖hamiltonian h o - truncated h o n‖ ≤ ‖h‖ * ‖o * h‖ ^ (n + 1) / (1 - ‖o * h‖) := by
  have hu := isUnit_one_add hq
  have hpos : 0 < 1 - ‖o * h‖ := by linarith
  -- `H = h - H (o h)` bounds the norm of `H`
  have hH : ‖hamiltonian h o‖ * (1 - ‖o * h‖) ≤ ‖h‖ := by
    have he : hamiltonian h o = h - hamiltonian h o * (o * h) := by
      have hm := hamiltonian_mul hu
      rw [mul_add, mul_one] at hm
      exact eq_sub_of_add_eq hm
    have h1 : ‖hamiltonian h o‖ ≤ ‖h‖ + ‖hamiltonian h o * (o * h)‖ :=
      (congrArg norm he).le.trans (norm_sub_le _ _)
    have h2 := norm_mul_le (hamiltonian h o) (o * h)
    linarith
  have hp : ‖(-(o * h)) ^ (n + 1)‖ ≤ ‖o * h‖ ^ (n + 1) := by
    have h3 := norm_pow_le' (-(o * h)) (Nat.succ_pos n)
    rwa [norm_neg] at h3
  rw [remainder hu, le_div_iff₀ hpos]
  calc ‖hamiltonian h o * (-(o * h)) ^ (n + 1)‖ * (1 - ‖o * h‖)
      ≤ (‖hamiltonian h o‖ * ‖o * h‖ ^ (n + 1)) * (1 - ‖o * h‖) := by
        refine mul_le_mul_of_nonneg_right ?_ hpos.le
        exact (norm_mul_le _ _).trans (mul_le_mul_of_nonneg_left hp (norm_nonneg _))
    _ = (‖hamiltonian h o‖ * (1 - ‖o * h‖)) * ‖o * h‖ ^ (n + 1) := by ring
    _ ≤ ‖h‖ * ‖o * h‖ ^ (n + 1) := mul_le_mul_of_nonneg_right hH (by positivity)
```

## Eigenvalues of a nearby operator

This lemma requires only A to be Hermitian. Its proof is by contradiction: `hfar` places all eigenvalues of A too far away, `hcoef` computes the components of the residual, and `hne` supplies a nonzero component of v. The strict inequality `hlt` between the sums then conflicts with `le_opNorm`.

```lean
/-- In finite dimension, every eigenvalue of an operator `B` lies within `‖B - A‖` of an
eigenvalue of the Hermitian operator `A`. -/
theorem eigenvalue_near [FiniteDimensional ℂ E] {A B : E →L[ℂ] E} (hA : IsSelfAdjoint A)
    {μ : ℂ} (hμ : Module.End.HasEigenvalue (B : E →ₗ[ℂ] E) μ) :
    ∃ ν : ℂ, Module.End.HasEigenvalue (A : E →ₗ[ℂ] E) ν ∧ ‖μ - ν‖ ≤ ‖B - A‖ := by
  obtain ⟨v, hv⟩ := hμ.exists_hasEigenvector
  have hs : (A : E →ₗ[ℂ] E).IsSymmetric := hA.isSymmetric
  let b := hs.eigenvectorBasis rfl
  let ev : Fin (Module.finrank ℂ E) → ℝ := hs.eigenvalues rfl
  have parseval : ∀ x : E, ∑ i, ‖b.repr x i‖ ^ 2 = ‖x‖ ^ 2 := fun x => by
    rw [← b.repr.norm_map x, EuclideanSpace.norm_sq_eq]
  by_contra! hc
  have hfar : ∀ i, ‖B - A‖ < ‖μ - (ev i : ℂ)‖ := fun i =>
    hc _ (hs.hasEigenvalue_eigenvalues rfl i)
  -- components of the residual in the eigenbasis of `A`
  have hcoef : ∀ i, b.repr ((B - A) v) i = (μ - (ev i : ℂ)) * b.repr v i := fun i => by
    have h1 : b.repr (A v) i = (ev i : ℂ) * b.repr v i :=
      hs.eigenvectorBasis_apply_self_apply rfl v i
    have h2 : B v = μ • v := hv.apply_eq_smul
    rw [sub_apply, h2, map_sub, map_smul, PiLp.sub_apply,
      PiLp.smul_apply, h1, smul_eq_mul]
    ring
  have hne : ∃ i, b.repr v i ≠ 0 := by
    by_contra! h0
    have hz := parseval v
    simp only [h0, norm_zero, ne_eq, OfNat.ofNat_ne_zero, not_false_eq_true, zero_pow,
      Finset.sum_const_zero] at hz
    exact hv.2 (norm_eq_zero.mp (pow_eq_zero_iff two_ne_zero |>.mp hz.symm))
  have hsq : ∀ i, ‖B - A‖ ^ 2 < ‖μ - (ev i : ℂ)‖ ^ 2 := fun i => by
    nlinarith [hfar i, norm_nonneg (B - A)]
  have hlt : ∑ i, ‖B - A‖ ^ 2 * ‖b.repr v i‖ ^ 2 < ∑ i, ‖b.repr ((B - A) v) i‖ ^ 2 := by
    obtain ⟨j, hj⟩ := hne
    refine Finset.sum_lt_sum (fun i _ => ?_) ⟨j, Finset.mem_univ j, ?_⟩
    · rw [hcoef, norm_mul, mul_pow]
      exact mul_le_mul_of_nonneg_right (hsq i).le (by positivity)
    · rw [hcoef, norm_mul, mul_pow]
      exact mul_lt_mul_of_pos_right (hsq j) (pow_pos (norm_pos_iff.mpr hj) 2)
  rw [← Finset.mul_sum, parseval, parseval, ← mul_pow] at hlt
  exact not_le_of_gt hlt (pow_le_pow_left₀ (norm_nonneg _) ((B - A).le_opNorm v) 2)
```

## The combined statement

The theorem `lmto_expansion` takes Hermitian h and o on a finite-dimensional space with ‖oh‖ < 1, and states for every n the two Hermiticity claims, the norm bound and the two eigenvalue claims. The eigenvalues are typed as complex numbers, although Hermiticity makes them real.

The statement finds a nearby eigenvalue for each given one; it does not pair the two spectra with multiplicities. The bound is the same for all eigenvalues and can be far too large near the reference energy: a vector with hv = 0 has energy zero in both H and H_n. It also compares H_n only with H, and leaves open how well H itself describes the muffin-tin problem. If the reference energies depend on the orbital, as they often do, the same real diagonal matrix is added to H and to H_n. Their difference is unchanged, and `eigenvalue_near` gives the same bound ε for the eigenvalues of the two sums.

```lean
/-- For Hermitian `h` and `o` in finite dimension with `q = ‖o h‖ < 1`, `H` and `H_n` are
Hermitian and differ in norm by at most `‖h‖ q^(n+1) / (1 - q)`. Each eigenvalue of either one
lies within this bound of an eigenvalue of the other. -/
theorem lmto_expansion [FiniteDimensional ℂ E] {h o : E →L[ℂ] E} (hh : IsSelfAdjoint h)
    (ho : IsSelfAdjoint o) (hq : ‖o * h‖ < 1) (n : ℕ) :
    let H := hamiltonian h o
    let Hn := truncated h o n
    let ε := ‖h‖ * ‖o * h‖ ^ (n + 1) / (1 - ‖o * h‖)
    IsSelfAdjoint H ∧ IsSelfAdjoint Hn ∧ ‖H - Hn‖ ≤ ε ∧
    (∀ μ : ℂ, Module.End.HasEigenvalue (H : E →ₗ[ℂ] E) μ →
      ∃ ν : ℂ, Module.End.HasEigenvalue (Hn : E →ₗ[ℂ] E) ν ∧ ‖μ - ν‖ ≤ ε) ∧
    (∀ ν : ℂ, Module.End.HasEigenvalue (Hn : E →ₗ[ℂ] E) ν →
      ∃ μ : ℂ, Module.End.HasEigenvalue (H : E →ₗ[ℂ] E) μ ∧ ‖ν - μ‖ ≤ ε) := by
  intro H Hn ε
  have hH : IsSelfAdjoint H := hamiltonian_selfAdjoint hh ho (isUnit_one_add hq)
  have hHn : IsSelfAdjoint Hn := truncated_selfAdjoint hh ho n
  have hε : ‖H - Hn‖ ≤ ε := norm_error_le hq n
  refine ⟨hH, hHn, hε, fun μ hμ => ?_, fun ν hν => ?_⟩
  · obtain ⟨ν, h1, h2⟩ := eigenvalue_near hHn hμ
    exact ⟨ν, h1, h2.trans hε⟩
  · obtain ⟨μ, h1, h2⟩ := eigenvalue_near hH hν
    exact ⟨μ, h1, h2.trans ((norm_sub_rev Hn H).le.trans hε)⟩
```

## Second order, and a case of equality

The case n = 1 follows by writing out the two terms of the sum.

```lean
/-- If `q = ‖o h‖ < 1`, the Hamiltonian `h - h o h` differs from `H` in norm by at most
`‖h‖ q² / (1 - q)`. -/
theorem second_order_error {h o : E →L[ℂ] E} (hq : ‖o * h‖ < 1) :
    ‖hamiltonian h o - (h - h * o * h)‖ ≤ ‖h‖ * ‖o * h‖ ^ 2 / (1 - ‖o * h‖) := by
  have ht : truncated h o 1 = h - h * o * h := by
    rw [truncated, Finset.sum_range_succ, Finset.sum_range_one, pow_zero, pow_one]
    noncomm_ring
  have hb := norm_error_le hq 1
  rwa [ht] at hb
```

In the example, `hH` states (1 − q)H = 1 and `hN` takes its norm. The exact remainder then gives equality at every order. `Nontrivial E` excludes the zero space, where the identity has norm 0.

```lean
/-- On a nonzero space, `h = 1` and `o = -q` with `0 ≤ q < 1` have `‖o h‖ = q` and attain the
error bound at every order `n`. -/
theorem error_bound_sharp [Nontrivial E] {q : ℝ} (hq0 : 0 ≤ q) (hq1 : q < 1) (n : ℕ) :
    let h : E →L[ℂ] E := 1
    let o : E →L[ℂ] E := -((q : ℂ) • 1)
    ‖o * h‖ = q ∧ ‖hamiltonian h o - truncated h o n‖ = ‖h‖ * q ^ (n + 1) / (1 - q) := by
  intro h o
  have hx : -(o * h) = (q : ℂ) • (1 : E →L[ℂ] E) := by simp [h, o]
  have hnorm : ‖o * h‖ = q := by
    rw [← norm_neg, hx, norm_smul, norm_one, mul_one, Complex.norm_real,
      Real.norm_of_nonneg hq0]
  have hu : IsUnit (1 + o * h) := isUnit_one_add (by rw [hnorm]; exact hq1)
  have hpos : 0 < 1 - q := by linarith
  -- here `(1 - q) H = 1`
  have hH : ((1 - q : ℝ) : ℂ) • hamiltonian h o = 1 := by
    have hm : hamiltonian h o * (1 + o * h) = 1 := hamiltonian_mul hu
    have hy : 1 + o * h = ((1 - q : ℝ) : ℂ) • (1 : E →L[ℂ] E) := by
      rw [← sub_neg_eq_add, hx, Complex.ofReal_sub, Complex.ofReal_one, sub_smul, one_smul]
    rwa [hy, mul_smul_comm, mul_one] at hm
  have hN : (1 - q) * ‖hamiltonian h o‖ = 1 := by
    have h1 := congrArg norm hH
    rwa [norm_smul, norm_one, Complex.norm_real, Real.norm_of_nonneg hpos.le] at h1
  have hone : ‖h‖ = 1 := norm_one
  refine ⟨hnorm, ?_⟩
  rw [remainder hu, hx, smul_pow, one_pow, mul_smul_comm, mul_one, norm_smul, norm_pow,
    Complex.norm_real, Real.norm_of_nonneg hq0, hone, one_mul, eq_div_iff hpos.ne']
  linear_combination q ^ (n + 1) * hN

end

end TightBindingLMTO
```

```lean
#print axioms TightBindingLMTO.lmto_expansion
-- 'TightBindingLMTO.lmto_expansion' depends on axioms: [propext, Classical.choice, Quot.sound]
#print axioms TightBindingLMTO.second_order_error
-- 'TightBindingLMTO.second_order_error' depends on axioms: [propext, Classical.choice, Quot.sound]
#print axioms TightBindingLMTO.error_bound_sharp
-- 'TightBindingLMTO.error_bound_sharp' depends on axioms: [propext, Classical.choice, Quot.sound]
```
